# For a finite-dimensional, continuous, time-reversal symmetric exciton Hamiltonian, a differentiable branch through a simple eigenvalue at Q = 0 has zero slope there

What counts as an exciton branch when energy levels may cross? Here the Hamiltonian $H(Q)$ is a finite Hermitian matrix, and a branch is any real function $E$ whose value $E(Q)$ is an eigenvalue of $H(Q)$ for every small momentum $Q$. Nothing in this definition makes $E$ continuous or ties it to a smoothly varying eigenvector. Continuity or differentiability is a separate hypothesis of each theorem that needs it.

## The Hamiltonian and its branches

```lean
import Mathlib

open Matrix Filter Topology Polynomial

namespace ExcitonSlope

variable {n : Type*} [Fintype n] [DecidableEq n]
```

The finite set `n` labels the basis, for example electron–hole pairs. It is the same for all $Q$.

```lean
/-- The Hamiltonians `H Q` are Hermitian, and time reversal, with unitary part `U`,
relates momentum `-Q` to the complex conjugate Hamiltonian at `Q`. -/
structure TimeReversal (U : Matrix n n ℂ) (H : ℝ → Matrix n n ℂ) : Prop where
  unitary : U ∈ Matrix.unitaryGroup n ℂ
  hermitian : ∀ Q, (H Q).IsHermitian
  reversal : ∀ Q, H (-Q) = U * (H Q).map (starRingEnd ℂ) * Uᴴ
```

`H : ℝ → Matrix n n ℂ` assigns a complex matrix to each real $Q$, the momentum along one line through zero. The structure `TimeReversal U H` collects three conditions: $U$ is unitary, every $H(Q)$ is Hermitian, and

$$H(-Q) = U\,\overline{H(Q)}\,U^\dagger .$$

In Lean, `.map (starRingEnd ℂ)` conjugates each entry and `ᴴ` is the dagger. Physically, time reversal is complex conjugation followed by $U$, and it reverses momentum; the basis is assumed to be chosen so that $U$ does not depend on $Q$. Hermiticity fits the Bethe–Salpeter equation with static screening and real quasiparticle energies in the Tamm–Dancoff approximation, but not the full non-Hermitian problem with resonant–antiresonant coupling.

```lean
/-- `E` is an exciton branch near `Q = 0`: for all small `Q` the number `E Q` is an
eigenvalue of `H Q`. -/
def IsBranch (H : ℝ → Matrix n n ℂ) (E : ℝ → ℝ) : Prop :=
  ∀ᶠ Q in 𝓝 (0 : ℝ), ∃ u : n → ℂ, u ≠ 0 ∧ H Q *ᵥ u = (E Q : ℂ) • u
```

The symbol `∀ᶠ Q in 𝓝 (0 : ℝ)` means "for all $Q$ in some neighbourhood of $0$". For each such $Q$ there must be a vector $u \neq 0$ with $H(Q)u = E(Q)u$.

```lean
/-- Two bands with energies `Q` and `-Q`, coupled by a real constant `g`. -/
def twoBand (g Q : ℝ) : Matrix (Fin 2) (Fin 2) ℂ :=
  !![(Q : ℂ), (g : ℂ); (g : ℂ), -(Q : ℂ)]
```

This is the example used below:

$$H_g(Q) = \begin{pmatrix} Q & g \\ g & -Q \end{pmatrix},$$

with a real coupling $g$ and units in which the uncoupled bands have slopes $\pm 1$. Energies are measured from the crossing of the uncoupled bands, so a negative value does not mean a negative excitation energy.

## Equal spectra at Q and −Q

```lean
/-- A number is an eigenvalue of a matrix exactly when it is a root of the characteristic
polynomial. -/
theorem eigenvalue_iff_isRoot (A : Matrix n n ℂ) (x : ℂ) :
    (∃ u : n → ℂ, u ≠ 0 ∧ A *ᵥ u = x • u) ↔ A.charpoly.IsRoot x := by
  rw [Polynomial.IsRoot.def, Matrix.eval_charpoly, ← Matrix.exists_mulVec_eq_zero_iff]
  refine exists_congr fun u => and_congr_right fun _ => ?_
  have hx : Matrix.scalar n x *ᵥ u = x • u := by
    ext i
    simp [Matrix.scalar_apply, Matrix.mulVec_diagonal]
  rw [Matrix.sub_mulVec, sub_eq_zero, hx]
  exact eq_comm
```

In a Lean theorem the variables and hypotheses stand in brackets after the name, the claim after the colon that follows them, and the proof after `:=`. This one says that $Au = xu$ has a solution $u \neq 0$ exactly when $x$ is a root of the characteristic polynomial $\det(X - A)$. By hand, $(x-A)u = 0$ has a nonzero solution exactly when $\det(x-A) = 0$. The proof starts from the root condition and rewrites it in these steps until it becomes the eigenvalue equation.

```lean
/-- Under time reversal the spectra at `Q` and `-Q` agree, with multiplicities. -/
theorem charpoly_neg {U : Matrix n n ℂ} {H : ℝ → Matrix n n ℂ} (h : TimeReversal U H)
    (Q : ℝ) : (H (-Q)).charpoly = (H Q).charpoly := by
  -- for a Hermitian matrix, complex conjugation is transposition
  have hT : (H Q).map (starRingEnd ℂ) = (H Q)ᵀ := by
    ext i j
    exact (h.hermitian Q).apply j i
  have hU : Uᴴ * U = 1 := Matrix.mem_unitaryGroup_iff'.1 h.unitary
  rw [h.reversal Q, hT, Matrix.charpoly_mul_comm, ← Matrix.mul_assoc, hU, Matrix.one_mul,
    Matrix.charpoly_transpose]
```

Write $p_Q(X) = \det(X - H(Q))$. Since $H(Q)$ is Hermitian, $\overline{H(Q)} = H(Q)^T$, which is `hT`. Because $AB$ and $BA$ have the same characteristic polynomial, $U$ can be moved around to meet $U^\dagger$:

$$p_{-Q}(X) = \det(X - U H(Q)^T U^\dagger) = \det(X - U^\dagger U H(Q)^T) = \det(X - H(Q)^T) = p_Q(X).$$

The final `rw` carries out these equalities in order. Equal polynomials have equal roots with equal multiplicities, so the two spectra agree completely.

## A simple branch is even

```lean
/-- If the Hamiltonian is continuous at `Q = 0`, so is every coefficient of its
characteristic polynomial. -/
theorem continuousAt_coeff {H : ℝ → Matrix n n ℂ} (hH : ContinuousAt H 0) (k : ℕ) :
    ContinuousAt (fun Q => (H Q).charpoly.coeff k) 0 := by
  -- products of polynomials with continuous coefficients have continuous coefficients
  have hprod : ∀ (s : Finset n) (f : n → ℝ → ℂ[X]),
      (∀ i k, ContinuousAt (fun Q => (f i Q).coeff k) 0) →
      ∀ k, ContinuousAt (fun Q => (∏ i ∈ s, f i Q).coeff k) 0 := by
    intro s f hf
    induction s using Finset.induction_on with
    | empty =>
      intro k
      simp only [Finset.prod_empty]
      exact continuousAt_const
    | insert a s ha ih =>
      intro k
      simp only [Finset.prod_insert ha, Polynomial.coeff_mul]
      refine tendsto_finsetSum _ fun x _ => ?_
      exact (hf a x.1).mul (ih x.2)
  simp only [Matrix.charpoly, Matrix.det_apply, Polynomial.finsetSum_coeff,
    Polynomial.coeff_smul]
  refine tendsto_finsetSum _ fun σ _ => ?_
  refine ContinuousAt.const_smul
    (hprod Finset.univ (fun i Q => (H Q).charmatrix (σ i) i) ?_ k) _
  intro i k
  cases k with
  | zero =>
    simp only [Matrix.charmatrix_apply, Polynomial.coeff_sub, Polynomial.coeff_C_zero]
    exact continuousAt_const.sub ((continuous_id.matrix_elem _ _).continuousAt.comp hH)
  | succ k =>
    simp only [Matrix.charmatrix_apply, Polynomial.coeff_sub, Polynomial.coeff_C_succ]
    exact continuousAt_const
```

Let $c_k(Q)$ be the coefficient of $X^k$ in $p_Q$. If $H$ is continuous at $0$, so is each $c_k$. The determinant is a finite signed sum of products of entries of $X - H(Q)$, and each entry is a polynomial in $X$ whose coefficients are constants or $-H_{ij}(Q)$ plus a constant. Multiplying polynomials only adds and multiplies coefficients, which preserves continuity. `hprod` proves this by induction on the number of factors, and the remaining lines expand the determinant into such products and check a single entry.

```lean
/-- For a time-reversal symmetric Hamiltonian continuous at `Q = 0`, a continuous branch
through a simple eigenvalue of `H 0` is even in `Q` near `Q = 0`. -/
theorem branch_even {U : Matrix n n ℂ} {H : ℝ → Matrix n n ℂ} {E : ℝ → ℝ}
    (h : TimeReversal U H) (hH : ContinuousAt H 0) (hE : IsBranch H E)
    (cE : ContinuousAt E 0) (hs : (H 0).charpoly.rootMultiplicity (E 0 : ℂ) = 1) :
    E =ᶠ[𝓝 0] fun Q => E (-Q) := by
  have ht : Tendsto (fun Q : ℝ => -Q) (𝓝 0) (𝓝 0) := by
    have h' : Tendsto (fun Q : ℝ => -Q) (𝓝 0) (𝓝 (-0)) := continuous_neg.tendsto 0
    rwa [neg_zero] at h'
  have cF : ContinuousAt (fun Q => E (-Q)) 0 := by
    have hc : Tendsto (fun Q => E (-Q)) (𝓝 0) (𝓝 (E 0)) := Tendsto.comp cE ht
    simpa only [ContinuousAt, neg_zero] using hc
  have hdeg : ∀ Q, (H Q).charpoly.natDegree < Fintype.card n + 1 := fun Q => by
    rw [Matrix.charpoly_natDegree_eq_dim]
    exact Nat.lt_succ_self _
  -- the divided difference of the characteristic polynomial at `E Q` and `E (-Q)`
  let q : ℝ → ℂ := fun Q => ∑ k ∈ Finset.range (Fintype.card n + 1),
    (H Q).charpoly.coeff k *
      ∑ i ∈ Finset.range k, (E Q : ℂ) ^ i * (E (-Q) : ℂ) ^ (k - 1 - i)
  have cE' : ContinuousAt (fun Q => (E Q : ℂ)) 0 :=
    Complex.continuous_ofReal.continuousAt.comp cE
  have cF' : ContinuousAt (fun Q => (E (-Q) : ℂ)) 0 :=
    Complex.continuous_ofReal.continuousAt.comp cF
  have cq : ContinuousAt q 0 := by
    refine tendsto_finsetSum _ fun k _ => ?_
    refine Tendsto.mul (continuousAt_coeff hH k) ?_
    refine tendsto_finsetSum _ fun i _ => ?_
    exact (cE'.pow i).mul (cF'.pow (k - 1 - i))
  -- at `Q = 0` it is the derivative at a simple root, hence nonzero
  have hq : q 0 = (H 0).charpoly.derivative.eval (E 0 : ℂ) := by
    rw [Polynomial.derivative_eval,
      Polynomial.sum_over_range' _ (fun k => by simp) _ (hdeg 0)]
    refine Finset.sum_congr rfl fun k _ => ?_
    rw [neg_zero, geom_sum₂_self, mul_assoc]
  have hq0 : q 0 ≠ 0 := by
    intro hz
    have hr := (eigenvalue_iff_isRoot _ _).1 hE.self_of_nhds
    have hlt := (Polynomial.one_lt_rootMultiplicity_iff_isRoot
      (Matrix.charpoly_monic (H 0)).ne_zero).2 ⟨hr, hq.symm.trans hz⟩
    omega
  filter_upwards [hE, ht.eventually hE, cq.eventually_ne hq0] with Q h1 h2 h3
  rw [eigenvalue_iff_isRoot, charpoly_neg h] at h2
  have r1 : (H Q).charpoly.eval (E Q : ℂ) = 0 := (eigenvalue_iff_isRoot _ _).1 h1
  have r2 : (H Q).charpoly.eval (E (-Q) : ℂ) = 0 := h2
  have hmul : ((E Q : ℂ) - E (-Q)) * q Q =
      (H Q).charpoly.eval (E Q : ℂ) - (H Q).charpoly.eval (E (-Q) : ℂ) := by
    rw [Polynomial.eval_eq_sum_range' (hdeg Q), Polynomial.eval_eq_sum_range' (hdeg Q),
      ← Finset.sum_sub_distrib, Finset.mul_sum]
    refine Finset.sum_congr rfl fun k _ => ?_
    linear_combination (H Q).charpoly.coeff k * geom_sum₂_mul (E Q : ℂ) (E (-Q) : ℂ) k
  rw [r1, r2, sub_self] at hmul
  exact Complex.ofReal_injective (sub_eq_zero.1 ((mul_eq_zero.1 hmul).resolve_right h3))
```

The hypotheses are time reversal, continuity of $H$ at $0$, a branch $E$ continuous at $0$, and root multiplicity one for $E(0)$, which is what "simple" means. The conclusion, written with `=ᶠ[𝓝 0]`, is that $E(Q) = E(-Q)$ for all sufficiently small $Q$.

For small $Q$, $E(Q)$ is a root of $p_Q$. Also $E(-Q)$ is a root of $p_{-Q}$, which equals $p_Q$. Two roots of the same polynomial need not coincide, so they are compared through a divided difference. With $N$ the number of basis states, define

$$q(Q) = \sum_{k=0}^{N} c_k(Q) \sum_{i=0}^{k-1} E(Q)^i E(-Q)^{k-1-i}.$$

The inner sum times $E(Q)-E(-Q)$ is $E(Q)^k - E(-Q)^k$. Hence

$$\bigl(E(Q)-E(-Q)\bigr)\,q(Q) = p_Q(E(Q)) - p_Q(E(-Q)) = 0.$$

The inner sum is empty for $k=0$, and at $Q=0$ all its terms are equal for each $k \geq 1$, so

$$q(0) = \sum_{k=1}^{N} k\,c_k(0)\,E(0)^{k-1} = p_0'(E(0)) \neq 0,$$

because the derivative of a polynomial does not vanish at a simple root. Since $q$ is continuous at $0$, it stays nonzero nearby, and therefore $E(Q) = E(-Q)$.

In the code, `cq` is the continuity of $q$, `hq` and `hq0` treat its value at zero, and `hmul` is the product identity. The command `filter_upwards` picks a $Q$ so small that both root statements and $q(Q) \neq 0$ hold.

## Zero slope

```lean
/-- For a time-reversal symmetric Hamiltonian continuous at `Q = 0`, a differentiable
exciton branch through a simple eigenvalue of `H 0` has zero slope at `Q = 0`. -/
theorem exciton_slope_zero {U : Matrix n n ℂ} {H : ℝ → Matrix n n ℂ} {E : ℝ → ℝ} {v : ℝ}
    (h : TimeReversal U H) (hH : ContinuousAt H 0) (hE : IsBranch H E)
    (hd : HasDerivAt E v 0) (hs : (H 0).charpoly.rootMultiplicity (E 0 : ℂ) = 1) :
    v = 0 := by
  have hd' : HasDerivAt E v (-0) := by rwa [neg_zero]
  have h1 : HasDerivAt (fun Q => E (-Q)) (v * (-1)) 0 :=
    HasDerivAt.comp (h := fun Q : ℝ => -Q) (0 : ℝ) hd' (hasDerivAt_neg 0)
  -- `E Q` and `E (-Q)` agree near `0`, so their slopes `v` and `-v` there are equal
  have h2 := hd.unique (h1.congr_of_eventuallyEq (branch_even h hH hE hd.continuousAt hs))
  linarith
```

`HasDerivAt E v 0` says that $E$ has derivative $v$ at $0$. By the chain rule, $E(-Q)$ has derivative $-v$ there (`h1`). The two functions agree near $0$ and a derivative is unique, so $v = -v$ and $v = 0$. Differentiability is required only of the branch; for $H$, continuity at $0$ is enough.

For a finite Hermitian model that is time-reversal symmetric and continuous at $Q=0$, a nondegenerate exciton with differentiable dispersion has zero group velocity there along the chosen line, which gives a check on computed exciton bands.

The smallest case with an eigenvalue is a single basis state. Then $U$ is a phase, $H(Q)$ is a real number, and the phase cancels in $U\,\overline{H(Q)}\,U^\dagger$. Time reversal reads $H(-Q) = H(Q)$, and the only energy level is visibly even.

```lean
/-- Hermitian matrices with `H (-Q) = P conj(H Q) Pᵀ` for a permutation matrix `P` are
time-reversal symmetric with unitary part `P`. -/
theorem timeReversal_of_perm (σ : Equiv.Perm n) {H : ℝ → Matrix n n ℂ}
    (hH : ∀ Q, (H Q).IsHermitian)
    (hP : ∀ Q, H (-Q) = σ.permMatrix ℂ * (H Q).map (starRingEnd ℂ) * (σ.permMatrix ℂ)ᵀ) :
    TimeReversal (σ.permMatrix ℂ) H := by
  have hct : (σ.permMatrix ℂ)ᴴ = (σ.permMatrix ℂ)ᵀ := by
    rw [Matrix.conjTranspose_permMatrix, Matrix.transpose_permMatrix]
  refine ⟨?_, hH, fun Q => by rw [hct]; exact hP Q⟩
  rw [Matrix.mem_unitaryGroup_iff, Matrix.star_eq_conjTranspose,
    Matrix.conjTranspose_permMatrix, ← Matrix.permMatrix_mul, inv_mul_cancel,
    Matrix.permMatrix_one]
```

In a suitable basis, time reversal may simply permute the basis states. If $H(-Q) = P\,\overline{H(Q)}\,P^T$ with a permutation matrix $P$, then $P$ is real, so $P^\dagger = P^T$, and $PP^T = 1$. This is the general condition with $U = P$, and the preceding theorems apply.

## Two bands, with and without coupling

```lean
/-- The two-band model is time-reversal symmetric, with the swap of the two bands as
unitary part. -/
theorem twoBand_timeReversal (g : ℝ) :
    TimeReversal ((Equiv.swap (0 : Fin 2) 1).permMatrix ℂ) (twoBand g) := by
  have hsw : (Equiv.swap (0 : Fin 2) 1).permMatrix ℂ = !![0, 1; 1, 0] := by
    ext i j
    fin_cases i <;> fin_cases j <;>
      simp [Equiv.Perm.permMatrix, PEquiv.toMatrix_apply, Equiv.toPEquiv_apply]
  refine timeReversal_of_perm _ (fun Q => ?_) (fun Q => ?_)
  · ext i j
    fin_cases i <;> fin_cases j <;> simp [twoBand, Matrix.conjTranspose_apply]
  · -- the matrix is real
    have hreal : (twoBand g Q).map (starRingEnd ℂ) = twoBand g Q := by
      ext i j
      fin_cases i <;> fin_cases j <;> simp [twoBand]
    rw [hsw, hreal]
    ext i j
    fin_cases i <;> fin_cases j <;> simp [twoBand, Matrix.mul_apply, Fin.sum_univ_two]
```

For the two-band model $P$ is the swap of the two states. The matrix is real, and swapping both rows and columns exchanges $Q$ and $-Q$ on the diagonal while leaving $g$ in place, which gives $H_g(-Q)$. The proof compares the entries one by one.

```lean
/-- The two-band model has characteristic polynomial `X² - (Q² + g²)`, and every function
`E` with `E(Q)² = Q² + g²` is a branch. -/
theorem twoBand_spectrum (g : ℝ) :
    (∀ Q, (twoBand g Q).charpoly = X ^ 2 - C ((Q : ℂ) ^ 2 + (g : ℂ) ^ 2)) ∧
    ∀ E : ℝ → ℝ, (∀ Q, E Q ^ 2 = Q ^ 2 + g ^ 2) → IsBranch (twoBand g) E := by
  have hc : ∀ Q, (twoBand g Q).charpoly = X ^ 2 - C ((Q : ℂ) ^ 2 + (g : ℂ) ^ 2) := by
    intro Q
    rw [Matrix.charpoly_fin_two]
    simp [twoBand, Matrix.trace_fin_two, Matrix.det_fin_two]
    ring
  refine ⟨hc, fun E hE => Eventually.of_forall fun Q => ?_⟩
  have hQ : (E Q : ℂ) ^ 2 = (Q : ℂ) ^ 2 + (g : ℂ) ^ 2 := by exact_mod_cast hE Q
  rw [eigenvalue_iff_isRoot, hc, Polynomial.IsRoot.def]
  simp only [Polynomial.eval_sub, Polynomial.eval_pow, Polynomial.eval_X,
    Polynomial.eval_C, hQ, sub_self]
```

The trace is $0$ and the determinant is $-Q^2-g^2$, so $p_Q(X) = X^2 - (Q^2+g^2)$. Any real function with $E(Q)^2 = Q^2+g^2$ for all $Q$ is therefore a branch.

```lean
/-- For coupling `g ≠ 0` the two-band model is time-reversal symmetric and continuous at
`Q = 0`, and `√(Q² + g²)` is a differentiable branch through a simple eigenvalue there. -/
theorem twoBand_witness {g : ℝ} (hg : g ≠ 0) :
    TimeReversal ((Equiv.swap (0 : Fin 2) 1).permMatrix ℂ) (twoBand g) ∧
    ContinuousAt (twoBand g) 0 ∧
    IsBranch (twoBand g) (fun Q => √(Q ^ 2 + g ^ 2)) ∧
    DifferentiableAt ℝ (fun Q : ℝ => √(Q ^ 2 + g ^ 2)) 0 ∧
    (twoBand g 0).charpoly.rootMultiplicity ((√(0 ^ 2 + g ^ 2) : ℝ) : ℂ) = 1 := by
  have hb : IsBranch (twoBand g) (fun Q => √(Q ^ 2 + g ^ 2)) :=
    (twoBand_spectrum g).2 _ fun Q => Real.sq_sqrt (by positivity)
  -- a nonzero root is simple, since the derivative of the polynomial is `2 X`
  have hs : ∀ e : ℝ, e ≠ 0 → (twoBand g 0).charpoly.IsRoot (e : ℂ) →
      (twoBand g 0).charpoly.rootMultiplicity (e : ℂ) = 1 := by
    intro e he hr
    have hne := (Matrix.charpoly_monic (twoBand g 0)).ne_zero
    refine le_antisymm (not_lt.1 fun h => he ?_) ((Polynomial.rootMultiplicity_pos hne).2 hr)
    have h2 := ((Polynomial.one_lt_rootMultiplicity_iff_isRoot hne).1 h).2
    rw [(twoBand_spectrum g).1, Polynomial.derivative_sub, Polynomial.derivative_C,
      sub_zero] at h2
    simpa using h2
  have hpos : (0 : ℝ) < 0 ^ 2 + g ^ 2 := by positivity
  refine ⟨twoBand_timeReversal g, ?_, hb, DifferentiableAt.sqrt (by fun_prop) hpos.ne',
    hs _ (Real.sqrt_pos.2 hpos).ne' ((eigenvalue_iff_isRoot _ _).1 hb.self_of_nhds)⟩
  refine (continuous_matrix fun i j => ?_).continuousAt
  fin_cases i <;> fin_cases j <;> simp [twoBand] <;> fun_prop
```

For $g \neq 0$ the upper branch $\sqrt{Q^2+g^2}$ satisfies every hypothesis of `exciton_slope_zero`. At $Q=0$ its value is $|g|$, where the derivative $2X$ of the characteristic polynomial is nonzero, so the root is simple. The square root is differentiable because its argument is positive there. Its derivative $Q/\sqrt{Q^2+g^2}$ indeed vanishes at $Q=0$.

```lean
/-- Without coupling, the two-band model has a double eigenvalue zero at `Q = 0`, and
`Q` and `-Q` are branches through it, with slopes `1` and `-1`. -/
theorem degenerate_branches_linear :
    (twoBand 0 0).charpoly = X ^ 2 ∧
    (IsBranch (twoBand 0) (fun Q => Q) ∧ HasDerivAt (fun Q : ℝ => Q) 1 0) ∧
    (IsBranch (twoBand 0) (fun Q => -Q) ∧ HasDerivAt (fun Q : ℝ => -Q) (-1) 0) := by
  refine ⟨?_, ⟨(twoBand_spectrum 0).2 _ fun Q => by simp, hasDerivAt_id' 0⟩,
    ⟨(twoBand_spectrum 0).2 _ fun Q => by simp, hasDerivAt_neg 0⟩⟩
  rw [(twoBand_spectrum 0).1]
  simp

end ExcitonSlope
```

For $g=0$ the matrix is $\mathrm{diag}(Q,-Q)$, and zero is a double eigenvalue at $Q=0$. The functions $Q$ and $-Q$ are differentiable branches with slopes $1$ and $-1$. The spectrum is still symmetric, but $Q \to -Q$ exchanges the branches instead of mapping each to itself. Multiplicity one in the slope theorem thus cannot be relaxed to multiplicity at most two.

A branch could also have been defined as the $k$-th eigenvalue in increasing order. Equal spectra would then make every branch even at once, and a differentiable one would have zero slope without any assumption of simplicity. The uncoupled bands would become $-|Q|$ and $|Q|$, with kinks at zero, and the linear crossing would no longer appear as two smooth branches.

```lean
#print axioms ExcitonSlope.exciton_slope_zero
-- 'ExcitonSlope.exciton_slope_zero' depends on axioms: [propext, Classical.choice, Quot.sound]
#print axioms ExcitonSlope.degenerate_branches_linear
-- 'ExcitonSlope.degenerate_branches_linear' depends on axioms: [propext, Classical.choice, Quot.sound]
```
